# The antiferromagnetic Heisenberg star of four spins-1/2 has a triplet ground level at $-5J/4$

Trimethylenemethane is modelled here by one spin-1/2 per carbon atom, with charge motion removed and a single coupling $J$ between the central carbon and each outer one. A state is a complex amplitude $\psi(s)$ for each configuration $s=(s_0,s_1,s_2,s_3)$, where $s_i=0$ means up, $s_i=1$ means down, and site 0 is the centre. The spin operator of site $i$ is $\mathbf S_i=\tfrac12\boldsymbol\sigma_i$, where $\boldsymbol\sigma_i$ is the vector of the three Pauli matrices acting on that site. With $\hbar=1$,

$$H=J\,\mathbf S_0\cdot(\mathbf S_1+\mathbf S_2+\mathbf S_3).$$

For $J>0$, the lowest eigenvalue is $-5J/4$. Its eigenspace has dimension three and total spin $S=1$, half the difference between three outer sites and one central site. Positive $J$ stands for antiferromagnetic exchange, as produced by virtual hopping between singly occupied neighbouring orbitals.

## Energies and spin from site exchanges

Let $P_{ij}$ exchange sites $i$ and $j$. On two equal spins $\boldsymbol\sigma_i\cdot\boldsymbol\sigma_j$ gives $1$; on two opposite spins it gives $-1$ plus twice the exchanged state. Hence $\boldsymbol\sigma_i\cdot\boldsymbol\sigma_j=2P_{ij}-1$, and

$$\mathbf S_i\cdot\mathbf S_j=\tfrac12P_{ij}-\tfrac14,\qquad H=J\left(\tfrac12T-\tfrac34\right),\qquad T=P_{01}+P_{02}+P_{03}.$$

$T$ conserves the number $n$ of down spins. For $n=0$ and $n=4$, $T=3$.

For $n=1$, let $x_i$ be the amplitude with site $i$ down. Then

$$(Tx)_0=x_1+x_2+x_3,\qquad (Tx)_j=x_0+2x_j\quad(j=1,2,3).$$

Vectors with $x_0=0$ and $x_1+x_2+x_3=0$ have $T=2$. If $x_1=x_2=x_3=u$, an eigenvalue $t$ obeys $tx_0=3u$ and $tu=x_0+2u$, so $t^2-2t-3=0$ and $t=3$ or $-1$; the latter has $x_0=-3u$. The case $n=3$ follows by exchanging up and down.

For $n=2$, let $y_j$ be the amplitude with the centre and leaf $j$ down, and $z_j$ that with the two leaves other than $j$ down. Then

$$(Ty)_j=y_j+\sum_{k\ne j}z_k,\qquad (Tz)_j=z_j+\sum_{k\ne j}y_k.$$

Leaf-independent amplitudes give $t=3$ for $y=z$ and $t=-1$ for $y=-z$. Amplitudes with zero sums give $t=0$ for $y=z$ and $t=2$ for $y=-z$.

So the eigenvalues of $T$ are $-1,0,2,3$, and those of $H$ are $-5J/4,-3J/4,J/4,3J/4$, in the same order. For $J>0$ the lowest level has one state for each of $n=1,2,3$. Finally, the total spin $\mathbf S=\sum_i\mathbf S_i$ satisfies

$$\mathbf S^2=4\cdot\tfrac34+2\sum_{i<j}\left(\tfrac12P_{ij}-\tfrac14\right)=\sum_{i<j}P_{ij}.$$

The three states depend only on the central spin at fixed $n$, so the leaf–leaf exchanges contribute $3$ and $T$ contributes $-1$. Thus $\mathbf S^2=2=S(S+1)$ with $S=1$.

## The star in Lean

```lean
import Mathlib

open Module

namespace StarHeisenberg

noncomputable section
```

`SpinState` is the amplitude space for any set of sites.

```lean
/-- Amplitudes of a system of spin-1/2 sites labelled by `ι`, in the up/down product basis. -/
abbrev SpinState (ι : Type) := (ι → Fin 2) → ℂ

/-- The three Pauli matrices. -/
def pauli : Fin 3 → Matrix (Fin 2) (Fin 2) ℂ :=
  ![!![0, 1; 1, 0], !![0, -Complex.I; Complex.I, 0], !![1, 0; 0, -1]]
```

`siteSpin` applies half a Pauli matrix to one site and leaves the others alone.

```lean
/-- The spin component along axis `α` at site `i`: half a Pauli matrix acting on that site. -/
def siteSpin {ι : Type} [DecidableEq ι] (α : Fin 3) (i : ι) : End ℂ (SpinState ι) where
  toFun ψ s := ∑ t, pauli α (s i) t / 2 * ψ (Function.update s i t)
  map_add' ψ φ := by
    funext s
    simp only [Pi.add_apply, Fin.sum_univ_two]
    ring
  map_smul' c ψ := by
    funext s
    simp only [Pi.smul_apply, smul_eq_mul, RingHom.id_apply, Fin.sum_univ_two]
    ring

/-- The scalar product of the spins at sites `i` and `j`. -/
def spinDot {ι : Type} [DecidableEq ι] (i j : ι) : End ℂ (SpinState ι) :=
  ∑ α, siteSpin α i * siteSpin α j

/-- The three outer sites of the star; site 0 is the centre. -/
def leaves : Finset (Fin 4) := {1, 2, 3}
```

The Hamiltonian and total spin are built from these operators, not from exchanges.

```lean
/-- The star Hamiltonian `J S0·(S1 + S2 + S3)`. -/
def starHamiltonian (J : ℝ) : End ℂ (SpinState (Fin 4)) :=
  (J : ℂ) • ∑ α, siteSpin α 0 * ∑ j ∈ leaves, siteSpin α j

/-- The square of the total spin of the four sites. -/
def totalSpinSq : End ℂ (SpinState (Fin 4)) :=
  ∑ α, (∑ i, siteSpin α i) * ∑ j, siteSpin α j
```

The imbalance is computed from the sets of sites. `groundSpace` is named for the case $J>0$; for $J<0$ the same definition gives the highest level.

```lean
/-- Half the difference between the numbers of outer and central sites. -/
def halfImbalance : ℝ := ((leaves.card : ℝ) - (leavesᶜ.card : ℝ)) / 2

/-- The eigenspace of the star Hamiltonian at energy `-5J/4`. -/
def groundSpace (J : ℝ) : Submodule ℂ (SpinState (Fin 4)) :=
  End.eigenspace (starHamiltonian J) ((-5 * J / 4 : ℝ) : ℂ)
```

`starSwap` is $T$ acting on amplitudes.

```lean
/-- The sum of the three exchanges of the centre with an outer site, acting on amplitudes. -/
def starSwap (f : Fin 2 → Fin 2 → Fin 2 → Fin 2 → ℂ) (a b c d : Fin 2) : ℂ :=
  f b a c d + f c b a d + f d b c a
```

The vectors `triplet k` have $n=k+1$. They are unnormalised: division by $\sqrt{12}$, $\sqrt6$ and $\sqrt{12}$, respectively, normalises them.

```lean
/-- Three unnormalised states, with one, two and three sites in basis state 1, whose nonzero
amplitudes depend only on the central site. -/
def triplet (k : Fin 3) : SpinState (Fin 4) := fun s =>
  if ∑ i, (s i).val = k.val + 1 then
    (![![1, -3], ![-1, 1], ![-3, 1]] : Fin 3 → Fin 2 → ℂ) k (s 0) else 0
```

In Dirac's identity, `key` checks the four two-spin configurations; `h1` identifies the double update with an exchange.

```lean
/-- Dirac's exchange identity: for distinct spins-1/2, `Si·Sj` is half the exchange of the
two sites minus one quarter. -/
theorem spinDot_apply {ι : Type} [DecidableEq ι] {i j : ι} (hij : i ≠ j)
    (ψ : SpinState ι) (s : ι → Fin 2) :
    spinDot i j ψ s = ψ (s ∘ Equiv.swap i j) / 2 - ψ s / 4 := by
  -- the identity for two spins, from the Pauli matrices
  have key : ∀ (F : Fin 2 → Fin 2 → ℂ) (a b : Fin 2),
      ∑ α, ∑ t, pauli α a t / 2 * ∑ u, pauli α b u / 2 * F t u = F b a / 2 - F a b / 4 := by
    intro F
    simp only [Fin.forall_fin_two]
    refine ⟨⟨?_, ?_⟩, ?_, ?_⟩ <;> simp [pauli, Fin.sum_univ_three, Fin.sum_univ_two]
    · linear_combination (F 1 1 / 4) * Complex.I_sq
    · linear_combination (-F 1 0 / 4) * Complex.I_sq
    · linear_combination (-F 0 1 / 4) * Complex.I_sq
    · linear_combination (F 0 0 / 4) * Complex.I_sq
  have h1 : Function.update (Function.update s i (s j)) j (s i) = s ∘ Equiv.swap i j := by
    funext k
    rcases eq_or_ne k j with rfl | hj
    · simp
    · rcases eq_or_ne k i with rfl | hi
      · simp [hj]
      · simp [hj, hi, Equiv.swap_apply_of_ne_of_ne hi hj]
  have h2 : Function.update (Function.update s i (s i)) j (s j) = s := by simp
  have h3 : ∀ t, Function.update s i t j = s j := fun t => Function.update_of_ne hij.symm t s
  have hF := key (fun t u => ψ (Function.update (Function.update s i t) j u)) (s i) (s j)
  simp only [h1, h2] at hF
  simp only [spinDot, LinearMap.sum_apply, Finset.sum_apply, End.mul_apply, siteSpin,
    LinearMap.coe_mk, AddHom.coe_mk, h3]
  exact hF
```

The same calculation on one site gives $3/4$.

```lean
/-- The squared spin of a single site is `3/4`. -/
theorem spinDot_self {ι : Type} [DecidableEq ι] (i : ι) (ψ : SpinState ι) (s : ι → Fin 2) :
    spinDot i i ψ s = 3 / 4 * ψ s := by
  have key : ∀ (F : Fin 2 → ℂ) (a : Fin 2),
      ∑ α, ∑ t, pauli α a t / 2 * ∑ u, pauli α t u / 2 * F u = 3 / 4 * F a := by
    intro F
    simp only [Fin.forall_fin_two]
    refine ⟨?_, ?_⟩ <;> simp [pauli, Fin.sum_univ_three, Fin.sum_univ_two]
    · linear_combination (-F 0 / 4) * Complex.I_sq
    · linear_combination (-F 1 / 4) * Complex.I_sq
  have hF := key (fun u => ψ (Function.update s i u)) (s i)
  simp only [Function.update_eq_self] at hF
  simp only [spinDot, LinearMap.sum_apply, Finset.sum_apply, End.mul_apply, siteSpin,
    LinearMap.coe_mk, AddHom.coe_mk, Function.update_self, Function.update_idem]
  exact hF
```

Summing these identities gives the exchange forms of $H$ and $\mathbf S^2$.

```lean
/-- The star Hamiltonian written with exchanges of the centre and the outer sites. -/
theorem starHamiltonian_apply (J : ℝ) (ψ : SpinState (Fin 4)) (a b c d : Fin 2) :
    starHamiltonian J ψ ![a, b, c, d] =
      J * (starSwap (fun a b c d => ψ ![a, b, c, d]) a b c d / 2 - 3 / 4 * ψ ![a, b, c, d]) := by
  have hH : starHamiltonian J = (J : ℂ) • (spinDot 0 1 + spinDot 0 2 + spinDot 0 3) := by
    simp [starHamiltonian, spinDot, leaves, mul_add, Finset.sum_add_distrib, add_assoc]
  have h1 : ![a, b, c, d] ∘ Equiv.swap (0 : Fin 4) 1 = ![b, a, c, d] := by
    funext k; fin_cases k <;> rfl
  have h2 : ![a, b, c, d] ∘ Equiv.swap (0 : Fin 4) 2 = ![c, b, a, d] := by
    funext k; fin_cases k <;> rfl
  have h3 : ![a, b, c, d] ∘ Equiv.swap (0 : Fin 4) 3 = ![d, b, c, a] := by
    funext k; fin_cases k <;> rfl
  rw [hH]
  simp only [LinearMap.smul_apply, LinearMap.add_apply, Pi.smul_apply, Pi.add_apply, smul_eq_mul,
    spinDot_apply (show (0 : Fin 4) ≠ 1 by decide), spinDot_apply (show (0 : Fin 4) ≠ 2 by decide),
    spinDot_apply (show (0 : Fin 4) ≠ 3 by decide), h1, h2, h3, starSwap]
  ring

/-- For four spins-1/2 the squared total spin is the sum of the six pair exchanges. -/
theorem totalSpinSq_apply (ψ : SpinState (Fin 4)) (a b c d : Fin 2) :
    totalSpinSq ψ ![a, b, c, d] = ψ ![b, a, c, d] + ψ ![c, b, a, d] + ψ ![d, b, c, a]
      + ψ ![a, c, b, d] + ψ ![a, d, c, b] + ψ ![a, b, d, c] := by
  have hS : totalSpinSq = ∑ i, ∑ j, spinDot i j := by
    unfold totalSpinSq spinDot
    simp only [Finset.sum_mul_sum]
    rw [Finset.sum_comm]
    exact Finset.sum_congr rfl fun i _ => Finset.sum_comm
  have hp : ∀ (i j : Fin 4) (v : Fin 4 → Fin 2), i ≠ j → ![a, b, c, d] ∘ Equiv.swap i j = v →
      spinDot i j ψ ![a, b, c, d] = ψ v / 2 - ψ ![a, b, c, d] / 4 ∧
      spinDot j i ψ ![a, b, c, d] = ψ v / 2 - ψ ![a, b, c, d] / 4 := by
    intro i j v hij hv
    rw [spinDot_apply hij, spinDot_apply hij.symm, Equiv.swap_comm j i, hv]
    exact ⟨rfl, rfl⟩
  have h1 := hp 0 1 ![b, a, c, d] (by decide) (by funext k; fin_cases k <;> rfl)
  have h2 := hp 0 2 ![c, b, a, d] (by decide) (by funext k; fin_cases k <;> rfl)
  have h3 := hp 0 3 ![d, b, c, a] (by decide) (by funext k; fin_cases k <;> rfl)
  have h4 := hp 1 2 ![a, c, b, d] (by decide) (by funext k; fin_cases k <;> rfl)
  have h5 := hp 1 3 ![a, d, c, b] (by decide) (by funext k; fin_cases k <;> rfl)
  have h6 := hp 2 3 ![a, b, d, c] (by decide) (by funext k; fin_cases k <;> rfl)
  rw [hS]
  simp only [Fin.sum_univ_four, LinearMap.add_apply, Pi.add_apply, spinDot_self,
    h1.1, h1.2, h2.1, h2.2, h3.1, h3.2, h4.1, h4.2, h5.1, h5.2, h6.1, h6.2]
  ring

/-- Two four-site states with the same amplitudes are equal. -/
theorem state_ext {ψ φ : SpinState (Fin 4)}
    (h : ∀ a b c d, ψ ![a, b, c, d] = φ ![a, b, c, d]) : ψ = φ := by
  funext s
  have hs : s = ![s 0, s 1, s 2, s 3] := by funext k; fin_cases k <;> rfl
  rw [hs]
  exact h _ _ _ _
```

For nonzero $J$, the energy equation is equivalent to $T\psi=t\psi$.

```lean
/-- For `J ≠ 0`, a state has energy `J(t/2 - 3/4)` exactly when the sum of centre-leaf
exchanges multiplies it by `t`. -/
theorem energy_iff {J : ℝ} (hJ : J ≠ 0) (t : ℂ) (ψ : SpinState (Fin 4)) :
    starHamiltonian J ψ = ((J : ℂ) * (t / 2 - 3 / 4)) • ψ ↔
      ∀ a b c d, starSwap (fun a b c d => ψ ![a, b, c, d]) a b c d = t * ψ ![a, b, c, d] := by
  have hJ' : (J : ℂ) ≠ 0 := Complex.ofReal_ne_zero.mpr hJ
  constructor
  · intro h a b c d
    have h' := congrFun h ![a, b, c, d]
    rw [starHamiltonian_apply, Pi.smul_apply, smul_eq_mul] at h'
    apply mul_left_cancel₀ hJ'
    linear_combination 2 * h'
  · intro h
    apply state_ext
    intro a b c d
    rw [starHamiltonian_apply, Pi.smul_apply, smul_eq_mul]
    linear_combination (J : ℂ) / 2 * h a b c d
```

Instead of separating values of $n$, Lean verifies $T(T-3)(T+1)(T-2)=0$ on all sixteen amplitudes. A nonzero eigenvector then forces $t$ to be a root. The theorem covers complex eigenvalues and says that no others occur.

```lean
/-- Every eigenvalue of the star Hamiltonian is one of `-5J/4`, `-3J/4`, `J/4`, `3J/4`. -/
theorem energy_levels (J : ℝ) {μ : ℂ} (h : End.HasEigenvalue (starHamiltonian J) μ) :
    μ = ((-5 * J / 4 : ℝ) : ℂ) ∨ μ = ((-3 * J / 4 : ℝ) : ℂ) ∨
      μ = ((J / 4 : ℝ) : ℂ) ∨ μ = ((3 * J / 4 : ℝ) : ℂ) := by
  obtain ⟨ψ, hψ⟩ := h.exists_hasEigenvector
  have hE := hψ.apply_eq_smul
  have h0 : ψ ≠ 0 := hψ.2
  rcases eq_or_ne J 0 with rfl | hJ
  · have hz : μ • ψ = 0 := by rw [← hE]; simp [starHamiltonian]
    left
    simpa using (smul_eq_zero.mp hz).resolve_right h0
  have hJ' : (J : ℂ) ≠ 0 := Complex.ofReal_ne_zero.mpr hJ
  obtain ⟨t, rfl⟩ : ∃ t : ℂ, μ = J * (t / 2 - 3 / 4) :=
    ⟨2 * μ / J + 3 / 2, by field_simp; ring⟩
  -- the exchange sum satisfies a quartic equation on spin-1/2 amplitudes
  have quartic : ∀ (f : Fin 2 → Fin 2 → Fin 2 → Fin 2 → ℂ) (a b c d : Fin 2),
      starSwap (starSwap (starSwap (starSwap f))) a b c d
        - 4 * starSwap (starSwap (starSwap f)) a b c d
        + starSwap (starSwap f) a b c d + 6 * starSwap f a b c d = 0 := by
    intro f
    simp only [Fin.forall_fin_two, starSwap]
    and_intros <;> ring
  have root : ∀ f : Fin 2 → Fin 2 → Fin 2 → Fin 2 → ℂ,
      (∀ a b c d, starSwap f a b c d = t * f a b c d) →
      ∀ a b c d, t * (t - 3) * (t + 1) * (t - 2) * f a b c d = 0 := by
    intro f e a b c d
    have hf : starSwap f = fun a b c d => t * f a b c d := by
      funext a b c d; exact e a b c d
    have hs : ∀ k : ℂ, starSwap (fun a b c d => k * f a b c d) =
        fun a b c d => (k * t) * f a b c d := by
      intro k
      funext a b c d
      have e' := e a b c d
      simp only [starSwap] at e' ⊢
      linear_combination k * e'
    have q := quartic f a b c d
    simp only [hf, hs] at q
    linear_combination q
  have hr := root _ ((energy_iff hJ t ψ).mp hE)
  have ht : t * (t - 3) * (t + 1) * (t - 2) = 0 := by
    by_contra hne
    exact h0 (state_ext fun a b c d => (mul_eq_zero.mp (hr a b c d)).resolve_left hne)
  push_cast
  rcases mul_eq_zero.mp ht with ht | ht
  · rcases mul_eq_zero.mp ht with ht | ht
    · rcases mul_eq_zero.mp ht with ht | ht
      · right; left; linear_combination (J : ℂ) / 2 * ht
      · right; right; right; linear_combination (J : ℂ) / 2 * ht
    · left; linear_combination (J : ℂ) / 2 * ht
  · right; right; left; linear_combination (J : ℂ) / 2 * ht
```

Next, `van` shows that a state with $T=-1$ vanishes if three chosen amplitudes do. Subtracting the combination of `triplet` vectors with matching amplitudes proves that they span the eigenspace.

```lean
/-- For `J ≠ 0`, the eigenspace at `-5J/4` is spanned by the three explicit states `triplet`. -/
theorem groundSpace_eq_span {J : ℝ} (hJ : J ≠ 0) :
    groundSpace J = Submodule.span ℂ (Set.range triplet) := by
  have hm : ∀ ψ, ψ ∈ groundSpace J ↔ ∀ a b c d,
      starSwap (fun a b c d => ψ ![a, b, c, d]) a b c d = -1 * ψ ![a, b, c, d] := by
    intro ψ
    have hc : ((-5 * J / 4 : ℝ) : ℂ) = (J : ℂ) * ((-1) / 2 - 3 / 4) := by push_cast; ring
    rw [groundSpace, End.mem_eigenspace_iff, hc]
    exact energy_iff hJ (-1) ψ
  -- three amplitudes determine a state of this energy
  have van : ∀ f : Fin 2 → Fin 2 → Fin 2 → Fin 2 → ℂ,
      (∀ a b c d, starSwap f a b c d = -1 * f a b c d) →
      f 0 1 0 0 = 0 → f 0 1 1 0 = 0 → f 1 1 1 0 = 0 → ∀ a b c d, f a b c d = 0 := by
    intro f e h1 h2 h3
    simp only [starSwap] at e
    simp only [Fin.forall_fin_two]
    and_intros
    · linear_combination e 0 0 0 0 / 4
    · linear_combination (e 0 0 0 1 - e 0 1 0 0) / 3 + h1
    · linear_combination (e 0 0 1 0 - e 0 1 0 0) / 3 + h1
    · linear_combination (e 1 1 0 0 + 2 * e 0 0 1 1 - e 1 0 0 1 - 2 * e 0 1 1 0) / 3 + h2
    · exact h1
    · linear_combination (e 1 0 1 0 + 2 * e 0 1 0 1 - e 1 0 0 1 - 2 * e 0 1 1 0) / 3 + h2
    · exact h2
    · linear_combination e 1 1 1 0 - 3 * h3
    · linear_combination e 0 1 0 0 - 3 * h1
    · linear_combination e 1 0 0 1 + e 0 1 1 0
        - (e 1 1 0 0 + e 1 0 1 0 + e 1 0 0 1) / 2 - h2
    · linear_combination (2 * e 1 0 1 0 + e 0 1 0 1 + e 1 0 0 1 + 2 * e 0 1 1 0) / 3
        - (e 1 1 0 0 + e 1 0 1 0 + e 1 0 0 1) / 2 - h2
    · linear_combination (e 1 0 1 1 - e 1 1 1 0) / 3 + h3
    · linear_combination (2 * e 1 1 0 0 + e 0 0 1 1 + e 1 0 0 1 + 2 * e 0 1 1 0) / 3
        - (e 1 1 0 0 + e 1 0 1 0 + e 1 0 0 1) / 2 - h2
    · linear_combination (e 1 1 0 1 - e 1 1 1 0) / 3 + h3
    · exact h3
    · linear_combination e 1 1 1 1 / 4
  have ht : ∀ k, triplet k ∈ groundSpace J := by
    intro k
    rw [hm]
    fin_cases k <;>
      simp [Fin.forall_fin_two, starSwap, triplet, Fin.sum_univ_four] <;> norm_num
  apply le_antisymm
  · intro ψ hψ
    have hs : ∀ k, triplet k ∈ Submodule.span ℂ (Set.range triplet) :=
      fun k => Submodule.subset_span ⟨k, rfl⟩
    have comb : ∀ W : Submodule ℂ (SpinState (Fin 4)), (∀ k, triplet k ∈ W) →
        ψ ![0, 1, 0, 0] • triplet 0 + (-ψ ![0, 1, 1, 0]) • triplet 1
          + ψ ![1, 1, 1, 0] • triplet 2 ∈ W := fun W h =>
      W.add_mem (W.add_mem (W.smul_mem _ (h 0)) (W.smul_mem _ (h 1))) (W.smul_mem _ (h 2))
    have hd := (hm _).mp ((groundSpace J).sub_mem hψ (comb _ ht))
    have hz := van _ hd (by simp [triplet, Fin.sum_univ_four])
      (by simp [triplet, Fin.sum_univ_four]) (by simp [triplet, Fin.sum_univ_four])
    rw [sub_eq_zero.mp (state_ext (φ := 0) hz)]
    exact comb _ hs
  · rw [Submodule.span_le]
    rintro _ ⟨k, rfl⟩
    exact ht k
```

In the final theorem, `IsLeast` says that $-5J/4$ is an eigenvalue and that no real eigenvalue lies below it. `finrank` is the complex dimension, and the last clause gives $\mathbf S^2\psi=S(S+1)\psi$ with $S$ equal to `halfImbalance`. The proof reads linear independence off the same three amplitudes, takes the lower bound from `energy_levels`, and checks $\mathbf S^2$ on the spanning vectors. The theorem proves the link between spin and imbalance for this star only; it does not treat general bipartite lattices.

```lean
/-- For `J > 0` the lowest energy of the star is `-5J/4`; its eigenspace has dimension three,
and all its states have total spin one, which is half the sublattice imbalance. -/
theorem star_ground_state {J : ℝ} (hJ : 0 < J) :
    IsLeast {E : ℝ | End.HasEigenvalue (starHamiltonian J) (E : ℂ)} (-5 * J / 4) ∧
      finrank ℂ (groundSpace J) = 3 ∧ halfImbalance = 1 ∧
      ∀ ψ ∈ groundSpace J,
        totalSpinSq ψ = ((halfImbalance * (halfImbalance + 1) : ℝ) : ℂ) • ψ := by
  have hspan := groundSpace_eq_span hJ.ne'
  have hli : LinearIndependent ℂ triplet := by
    rw [Fintype.linearIndependent_iff]
    intro g hg
    have h1 := congrFun hg ![0, 1, 0, 0]
    have h2 := congrFun hg ![0, 1, 1, 0]
    have h3 := congrFun hg ![1, 1, 1, 0]
    simp [Fin.sum_univ_three, triplet, Fin.sum_univ_four] at h1 h2 h3
    intro k
    fin_cases k
    · exact h1
    · exact h2
    · exact h3
  have hdim : finrank ℂ (groundSpace J) = 3 := by
    rw [hspan, finrank_span_eq_card hli, Fintype.card_fin]
  have himb : halfImbalance = 1 := by
    have h1 : leaves.card = 3 := by decide
    have h2 : leavesᶜ.card = 1 := by decide
    rw [halfImbalance, h1, h2]
    norm_num
  refine ⟨⟨?_, ?_⟩, hdim, himb, ?_⟩
  · intro hbot
    have hb : groundSpace J = ⊥ := hbot
    rw [hb, finrank_bot] at hdim
    omega
  · intro E hE
    rcases energy_levels J hE with h | h | h | h <;>
      (have h' := Complex.ofReal_injective h; linarith)
  · -- the squared total spin is checked on the three spanning states
    have hle : groundSpace J ≤ End.eigenspace totalSpinSq (2 : ℂ) := by
      rw [hspan, Submodule.span_le]
      rintro _ ⟨k, rfl⟩
      refine End.mem_eigenspace_iff.mpr (state_ext ?_)
      simp only [totalSpinSq_apply, Pi.smul_apply, smul_eq_mul]
      fin_cases k <;> simp [Fin.forall_fin_two, triplet, Fin.sum_univ_four] <;> norm_num
    intro ψ hψ
    have h2 : ((halfImbalance * (halfImbalance + 1) : ℝ) : ℂ) = 2 := by
      rw [himb]; norm_num
    rw [h2]
    exact End.mem_eigenspace_iff.mp (hle hψ)

end

end StarHeisenberg
```

The sign of $J$ matters: at $J=-1$, the all-up state has energy $3J/4=-3/4$, below $-5J/4=5/4$. For positive $J$, the level and its degeneracy provide an exact reference for a spin-Hamiltonian solver, within this four-site model with equal couplings and no charge fluctuations.

```lean
#print axioms StarHeisenberg.star_ground_state
```

```
'StarHeisenberg.star_ground_state' depends on axioms: [propext, Classical.choice, Quot.sound]
```
